# The one-level smeared Dudarev iteration converges geometrically when β > 0 and β|U| < 4

A self-consistent occupation can depend on the guess that started the calculation. Take a single level at the chemical potential, with a Hubbard correction $U$ that is large compared with the temperature. If the iteration starts slightly above half filling, the correction lowers the level, the level fills further, and the iteration settles above one half. If it starts slightly below, it settles below one half. The input is the same and the answers differ.

For one level with a fixed bare energy and a fixed chemical potential, enough Fermi smearing rules this out. If $\beta>0$ is the inverse temperature, with temperature measured in energy units, and $\beta|U|<4$, there is exactly one self-consistent occupation, and every start converges to it with an error that shrinks at least by the factor $\beta|U|/4$ per step. The condition says that the thermal energy $1/\beta$ exceeds $|U|/4$. For $U\ge 0$ it reads $\beta U<4$.

```lean
import Mathlib

open Filter Topology

namespace SmearedDudarevIteration

noncomputable section
```

## The level, its potential and one update

The Fermi occupation of a level at reduced energy $t$ (energy measured from the chemical potential, divided by temperature) is

$$f(t)=\frac{1}{1+e^{t}}.$$

```lean
/-- The Fermi occupation of a level at reduced energy `t` (energy measured from the chemical
potential, divided by temperature). -/
def fermi (t : ℝ) : ℝ := 1 / (1 + Real.exp t)
```

Let $e$ be the bare level, measured from the chemical potential, and $x$ its occupation, counted for one spin orbital so that the full level has $x=1$. The parameter $U$ is the single effective interaction of the Dudarev scheme, the on-site Coulomb parameter minus the exchange parameter. The Dudarev potential $U(1/2-x)$ shifts the level to $e+U(1/2-x)$. For positive $U$ this lowers a level that is more than half filled and raises one that is less than half filled.

```lean
/-- The bare level `e` shifted by the Dudarev potential `U (1/2 - x)` at occupation `x`. -/
def dudarevLevel (U e x : ℝ) : ℝ := e + U * (1 / 2 - x)
```

One self-consistency step computes the shifted level and occupies it again:

$$g_e(x)=f\big(\beta\,[e+U(\tfrac12-x)]\big).$$

In Lean this is `scfStep β U e`, a function on all of $\mathbb{R}$, so a starting value need not lie between 0 and 1. The model has one real occupation in place of an occupation matrix, and both the bare level and the chemical potential stay fixed. In a full DFT+U calculation both can move between steps, and the bounds below do not cover that feedback.

```lean
/-- One self-consistency step: the occupation `x` fixes the level, and Fermi smearing at
inverse temperature `β` returns the new occupation. -/
def scfStep (β U e x : ℝ) : ℝ := fermi (β * dudarevLevel U e x)
```

## How strongly one step responds

The quotient rule gives the slope of the Fermi function,

$$f'(t)=-\frac{e^{t}}{(1+e^{t})^2}.$$

```lean
/-- The slope of the Fermi function. -/
theorem hasDerivAt_fermi (t : ℝ) :
    HasDerivAt fermi (-Real.exp t / (1 + Real.exp t) ^ 2) t := by
  have hne : 1 + Real.exp t ≠ 0 := by positivity
  have h := (hasDerivAt_const t (1 : ℝ)).fun_div ((Real.hasDerivAt_exp t).const_add 1) hne
  exact h.congr_deriv (by ring)
```

Since $(1+e^t)^2-4e^t=(1-e^t)^2\ge 0$, the slope satisfies $|f'(t)|\le 1/4$. The mean value inequality then gives $|f(s)-f(t)|\le |s-t|/4$. For two bare levels $e,e'$ and two occupations $x,y$, the arguments of $f$ differ by $\beta[(e-e')-U(x-y)]$, so the triangle inequality yields

$$|g_e(x)-g_{e'}(y)|\le\frac{\beta}{4}\big(|e-e'|+|U|\,|x-y|\big).$$

In the proof, `slope` is the bound $1/4$, with the square supplied to `nlinarith`. The mean value inequality is `lip`, the difference of the arguments is `split`, and the triangle inequality is `tri`.

```lean
/-- For `β > 0`, the results of one step from occupations `x` and `y` at bare levels `e` and `e'`
differ by at most `β/4 * (|e - e'| + |U| * |x - y|)`. -/
theorem scfStep_sub_le {β : ℝ} (hβ : 0 < β) (U e e' x y : ℝ) :
    |scfStep β U e x - scfStep β U e' y| ≤ β / 4 * (|e - e'| + |U| * |x - y|) := by
  -- the Fermi function has slope at most 1/4 in size
  have slope : ∀ t ∈ (Set.univ : Set ℝ),
      ‖-Real.exp t / (1 + Real.exp t) ^ 2‖ ≤ 1 / 4 := by
    intro t _
    rw [Real.norm_eq_abs, neg_div, abs_neg, abs_of_pos (by positivity),
      div_le_iff₀ (by positivity)]
    nlinarith [sq_nonneg (1 - Real.exp t)]
  have lip := Convex.norm_image_sub_le_of_norm_hasDerivWithin_le
    (fun t _ => (hasDerivAt_fermi t).hasDerivWithinAt) slope convex_univ
    (Set.mem_univ (β * dudarevLevel U e' y)) (Set.mem_univ (β * dudarevLevel U e x))
  rw [Real.norm_eq_abs, Real.norm_eq_abs] at lip
  -- the shift of the level splits into a bare part and a Dudarev part
  have split : β * dudarevLevel U e x - β * dudarevLevel U e' y
      = β * ((e - e') - U * (x - y)) := by
    unfold dudarevLevel
    ring
  have tri : |(e - e') - U * (x - y)| ≤ |e - e'| + |U| * |x - y| := by
    rw [← abs_mul]
    simpa only [Real.norm_eq_abs] using norm_sub_le (e - e') (U * (x - y))
  rw [split, abs_mul, abs_of_pos hβ] at lip
  have scaled := mul_le_mul_of_nonneg_left tri hβ.le
  unfold scfStep
  linarith
```

With $e=e'$ the first term vanishes. Writing $c=\beta|U|/4$,

$$|g_e(x)-g_e(y)|\le c\,|x-y|.$$

This holds for every $U$. If $c<1$, it guarantees that one step brings any two distinct occupations closer together; for $c\ge 1$ the bound gives no such guarantee.

```lean
/-- For `β > 0` and a fixed bare level, one step multiplies the distance of two occupations by at
most `β|U|/4`. -/
theorem scfStep_contraction {β : ℝ} (hβ : 0 < β) (U e x y : ℝ) :
    |scfStep β U e x - scfStep β U e y| ≤ β * |U| / 4 * |x - y| := by
  have h := scfStep_sub_le hβ U e e x y
  rw [sub_self e, abs_zero, zero_add] at h
  linarith
```

## A self-consistent occupation exists

The Fermi function takes values between 0 and 1, so $g_e(0)-0\ge 0$ and $g_e(1)-1\le 0$. The function $g_e(x)-x$ is continuous and therefore vanishes at some $n$ in $[0,1]$. This needs no condition on the parameters. Uniqueness can fail: at $e=0$ and $\beta U>4$ there are further fixed points on either side of one half. The Lean proof establishes the two signs as `h0` and `h1` and applies the intermediate value theorem.

```lean
/-- For all real parameters there is a self-consistent occupation between 0 and 1. -/
theorem exists_selfConsistent (β U e : ℝ) :
    ∃ n ∈ Set.Icc (0 : ℝ) 1, scfStep β U e n = n := by
  have hf : Continuous fermi :=
    continuous_iff_continuousAt.2 fun t => (hasDerivAt_fermi t).continuousAt
  have hl : Continuous fun x : ℝ => β * dudarevLevel U e x := by
    unfold dudarevLevel
    fun_prop
  have hg : Continuous fun x : ℝ => scfStep β U e x - x := (hf.comp hl).sub continuous_id
  have h0 : 0 ≤ scfStep β U e 0 := by
    unfold scfStep fermi
    positivity
  have h1 : scfStep β U e 1 ≤ 1 := by
    unfold scfStep fermi
    rw [div_le_one (by positivity)]
    linarith [Real.exp_pos (β * dudarevLevel U e 1)]
  -- the residual changes sign between the empty and the full level
  obtain ⟨n, hn, hres⟩ := intermediate_value_Icc' (zero_le_one' ℝ) hg.continuousOn
    (show (0 : ℝ) ∈ Set.Icc (scfStep β U e 1 - 1) (scfStep β U e 0 - 0) from
      ⟨by linarith, by linarith⟩)
  exact ⟨n, hn, sub_eq_zero.1 hres⟩
```

## Error, uniqueness and convergence

Let $n=g_e(n)$ and $c<1$. For any $x$,

$$|x-n|\le|x-g_e(x)|+|g_e(x)-g_e(n)|\le|x-g_e(x)|+c\,|x-n|,$$

and hence

$$|x-n|\le\frac{|x-g_e(x)|}{1-c}.$$

The right-hand side contains only the constant $c$ and the change made by one step, so it bounds the error without knowledge of $n$.

```lean
/-- For `β > 0` and `β|U| < 4`, the error of an occupation `x` is at most its one-step residual
divided by `1 - β|U|/4`. -/
theorem error_le_residual {β U e n : ℝ} (hβ : 0 < β) (hU : β * |U| < 4)
    (hn : scfStep β U e n = n) (x : ℝ) :
    |x - n| ≤ |x - scfStep β U e x| / (1 - β * |U| / 4) := by
  have h := scfStep_contraction hβ U e x n
  rw [hn] at h
  have tri := abs_sub_le x (scfStep β U e x) n
  rw [le_div_iff₀ (by linarith)]
  linarith
```

If $m$ is another fixed point, its residual $|m-g_e(m)|$ is zero, so its distance to $n$ is zero and $m=n$. For the iterates $x_k$ with $x_0=x$ and $x_{k+1}=g_e(x_k)$, the contraction bound gives $|x_{k+1}-n|\le c\,|x_k-n|$, and by induction

$$|x_k-n|\le c^k\,|x-n|.$$

The theorem states all three facts together: a fixed point `n`, its uniqueness among all real numbers, and the error bound for every real start `x` and every `k`. The expression `(scfStep β U e)^[k] x` is $x_k$. The hypotheses are `0 < β` and `β * |U| < 4`, while `e` is arbitrary. The `calc` block is the induction step.

```lean
/-- For `β > 0` and `β|U| < 4` the smeared Dudarev iteration has exactly one real fixed point, and
after `k` steps from any start the distance to it is at most `(β|U|/4)^k` times the initial one. -/
theorem dudarev_iteration_converges {β U : ℝ} (hβ : 0 < β) (hU : β * |U| < 4) (e : ℝ) :
    ∃ n, scfStep β U e n = n ∧ (∀ m, scfStep β U e m = m → m = n) ∧
      ∀ (x : ℝ) (k : ℕ),
        |(scfStep β U e)^[k] x - n| ≤ (β * |U| / 4) ^ k * |x - n| := by
  obtain ⟨n, -, hn⟩ := exists_selfConsistent β U e
  refine ⟨n, hn, fun m hm => ?_, fun x k => ?_⟩
  · -- a second fixed point has zero residual, hence zero error
    have h := error_le_residual hβ hU hn m
    rw [hm, sub_self m, abs_zero, zero_div] at h
    exact sub_eq_zero.1 (abs_nonpos_iff.1 h)
  · induction k with
    | zero => simp
    | succ k ih =>
      have step := scfStep_contraction hβ U e ((scfStep β U e)^[k] x) n
      rw [hn] at step
      rw [Function.iterate_succ_apply']
      have hq : 0 ≤ β * |U| / 4 := by positivity
      calc _ ≤ β * |U| / 4 * |(scfStep β U e)^[k] x - n| := step
        _ ≤ β * |U| / 4 * ((β * |U| / 4) ^ k * |x - n|) :=
          mul_le_mul_of_nonneg_left ih hq
        _ = (β * |U| / 4) ^ (k + 1) * |x - n| := by ring
```

Because $0\le c<1$, the powers $c^k$ tend to zero, and the iterates converge to $n$. Lean squeezes the error between zero and $c^k|x-n|$.

```lean
/-- For `β > 0` and `β|U| < 4` the iterates from any starting occupation tend to the self-consistent
occupation. -/
theorem iterates_tendsto {β U e n : ℝ} (hβ : 0 < β) (hU : β * |U| < 4)
    (hn : scfStep β U e n = n) (x : ℝ) :
    Tendsto (fun k : ℕ => (scfStep β U e)^[k] x) atTop (𝓝 n) := by
  obtain ⟨m, -, huniq, hbound⟩ := dudarev_iteration_converges hβ hU e
  rw [huniq n hn]
  have lim := (tendsto_pow_atTop_nhds_zero_of_lt_one
    (show 0 ≤ β * |U| / 4 by positivity) (by linarith)).mul_const |x - m|
  rw [zero_mul] at lim
  exact tendsto_iff_norm_sub_tendsto_zero.2
    (squeeze_zero (fun _ => norm_nonneg _) (fun k => hbound x k) lim)
```

## Response to a moving bare level

Let $n$ and $n'$ be the self-consistent occupations for bare levels $e$ and $e'$. Inserting them in the two-level estimate gives

$$|n-n'|\le\frac{\beta}{4}\big(|e-e'|+|U|\,|n-n'|\big).$$

Collecting the terms in $|n-n'|$ and dividing by $4-\beta|U|>0$,

$$|n-n'|\le\frac{\beta\,|e-e'|}{4-\beta|U|}.$$

At $U=0$ this is the bound $\beta|e-e'|/4$ for plain Fermi smearing.

```lean
/-- For `β > 0` and `β|U| < 4`, when the bare level moves from `e` to `e'`, the self-consistent
occupation changes by at most `β|e - e'| / (4 - β|U|)`. -/
theorem selfConsistent_response {β U e e' n n' : ℝ} (hβ : 0 < β) (hU : β * |U| < 4)
    (hn : scfStep β U e n = n) (hn' : scfStep β U e' n' = n') :
    |n - n'| ≤ β * |e - e'| / (4 - β * |U|) := by
  have h := scfStep_sub_le hβ U e e' n n'
  rw [hn, hn'] at h
  rw [le_div_iff₀ (by linarith)]
  linarith
```

## The one-step factor is sharp at half filling

At $e=0$, half filling is a fixed point for every $U$, since the shifted level is then zero and $f(0)=1/2$. The chain rule gives

$$g_0'(\tfrac12)=f'(0)\cdot(-\beta U)=\frac{\beta U}{4}.$$

Suppose a number $q$ satisfies $|g_0(x)-\tfrac12|\le q\,|x-\tfrac12|$ for all real $x$. Dividing by $|x-\tfrac12|$ and letting $x\to\tfrac12$ gives $\beta|U|/4\le q$. No smaller factor therefore bounds a single step for all starts at this bare level; away from $e=0$ the theorem makes no such statement. In Lean, `hd` is the derivative at half filling, and `le_of_lip'` carries out the limit.

```lean
/-- For `β > 0` and the bare level `e = 0`, if one step from every real start multiplies the
distance to half filling by at most `q`, then `q` is at least `β|U|/4`. -/
theorem rate_sharp {β U q : ℝ} (hβ : 0 < β)
    (hq : ∀ x, |scfStep β U 0 x - 1 / 2| ≤ q * |x - 1 / 2|) : β * |U| / 4 ≤ q := by
  have hq0 : 0 ≤ q := by
    have h := (abs_nonneg _).trans (hq (3 / 2))
    norm_num at h
    exact h
  have half : scfStep β U 0 (1 / 2) = 1 / 2 := by
    norm_num [scfStep, dudarevLevel, fermi]
  -- the slope of the update at half filling is βU/4
  have inner : HasDerivAt (fun x : ℝ => β * dudarevLevel U 0 x) (β * (U * (-1))) (1 / 2) :=
    ((((hasDerivAt_id' (1 / 2 : ℝ)).const_sub (1 / 2)).const_mul U).const_add 0).const_mul β
  have hd : HasDerivAt (scfStep β U 0) (β * U / 4) (1 / 2) := by
    have h := (hasDerivAt_fermi (β * dudarevLevel U 0 (1 / 2))).comp (1 / 2 : ℝ) inner
    refine HasDerivAt.congr_deriv h ?_
    have hz : β * dudarevLevel U 0 (1 / 2) = 0 := by
      unfold dudarevLevel
      ring
    rw [hz, Real.exp_zero]
    ring
  have h := hd.le_of_lip' hq0 (Eventually.of_forall fun x => by
    rw [half, Real.norm_eq_abs, Real.norm_eq_abs]
    exact hq x)
  rw [Real.norm_eq_abs, abs_div, abs_mul, abs_of_pos hβ,
    abs_of_pos (show (0 : ℝ) < 4 by norm_num)] at h
  exact h

end

end SmearedDudarevIteration
```

```lean
#print axioms SmearedDudarevIteration.dudarev_iteration_converges
-- 'SmearedDudarevIteration.dudarev_iteration_converges' depends on axioms: [propext, Classical.choice, Quot.sound]
#print axioms SmearedDudarevIteration.iterates_tendsto
-- 'SmearedDudarevIteration.iterates_tendsto' depends on axioms: [propext, Classical.choice, Quot.sound]
#print axioms SmearedDudarevIteration.selfConsistent_response
-- 'SmearedDudarevIteration.selfConsistent_response' depends on axioms: [propext, Classical.choice, Quot.sound]
#print axioms SmearedDudarevIteration.rate_sharp
-- 'SmearedDudarevIteration.rate_sharp' depends on axioms: [propext, Classical.choice, Quot.sound]
```
